# The Patterson map of a real density on a periodic one-dimensional grid is its autocorrelation, largest at the origin

A diffraction experiment on a crystal records intensities. When multiple scattering is negligible, and after corrections for effects such as geometry, polarisation and absorption, each intensity is proportional to the squared modulus of a structure factor, and the phase of that structure factor is lost. Without the phases the density can't be obtained by a direct Fourier inversion. The intensities can still be Fourier transformed as they stand, and the result is the Patterson map. What does such a map say about the density?

For a real density sampled on a periodic one-dimensional grid, the map at separation $u$ is the sum of products of density values at all pairs of points separated by $u$. It is even in $u$, and no value exceeds the one at $u=0$.

## A periodic cell and its plane waves

The cell has $N\ge 1$ grid points. Positions $x$, separations $u$ and reflection indices $h$ are all integers modulo $N$, which is the type `ZMod N`. Addition in this type wraps around the cell, so periodic boundary conditions are built in. The assumption `NeZero N` says that $N$ is not zero; it excludes `ZMod 0`, which is the infinite set of all integers.

In Lean 4 with Mathlib:

```lean
import Mathlib

open Complex ComplexConjugate

namespace PattersonFunction

noncomputable section

variable {N : ℕ} [NeZero N]
```

The plane wave of reflection $h$ at the point $x$ is

$$w_h(x)=e^{2\pi i hx/N}.$$

An exponential needs ordinary numbers, so `wave` uses the representatives `h.val` and `x.val`, which lie between $0$ and $N-1$.

```lean
/-- The plane wave `exp(2πi h x / N)` of reflection `h` at grid point `x` of a periodic cell
with `N` points. -/
def wave (h x : ZMod N) : ℂ :=
  Complex.exp (2 * Real.pi * I * ((h.val : ℂ) * (x.val : ℂ)) / N)
```

## From density to intensities to map

Let $r(x)$ be the density, a real number at each grid point. Its structure factor is

$$F(h)=\sum_x r(x)\,w_h(x).$$

The type `ZMod N → ℝ` makes the density real, which stands for scattering without absorption or resonant (anomalous) contributions. It need not be positive.

```lean
/-- The structure factor `F(h) = ∑ₓ r(x) exp(2πi h x / N)` of a real density `r`. -/
def structureFactor (r : ZMod N → ℝ) (h : ZMod N) : ℂ :=
  ∑ x, (r x : ℂ) * wave h x
```

The Patterson map is built from the moduli of the structure factors alone:

$$P(u)=\frac1N\sum_h |F(h)|^2\,e^{-2\pi i hu/N}.$$

The sum runs over all $N$ reflections, including $h=0$, and the intensities are taken as exact and on an absolute scale, so that each equals $|F(h)|^2$. An unknown common factor in the intensities would multiply the whole map by that factor. As a sum of complex exponentials, `pattersonMap` has complex values by type; that they are real has to be proved.

```lean
/-- The Patterson map `(1/N) ∑ₕ |F(h)|² exp(-2πi h u / N)`, computed from the intensities
alone, for a cell with a nonzero number `N` of grid points. -/
def pattersonMap (r : ZMod N → ℝ) (u : ZMod N) : ℂ :=
  (1 / (N : ℂ)) * ∑ h : ZMod N, (‖structureFactor r h‖ : ℂ) ^ 2 *
    Complex.exp (-(2 * Real.pi * I * ((h.val : ℂ) * (u.val : ℂ)) / N))
```

The quantity to compare it with is the autocorrelation

$$A(u)=\sum_x r(x)\,r(x+u),$$

defined from the density with no reference to Fourier sums. It is a plain sum over grid points, without a factor for the cell length or the number of points.

```lean
/-- The autocorrelation `∑ₓ r(x) r(x+u)` of the density at separation `u`. -/
def autocorrelation (r : ZMod N → ℝ) (u : ZMod N) : ℝ :=
  ∑ x, r x * r (x + u)
```

## Phases depend only on separations

The exponent of $w_h(x)$ contains $h$ and $x$ only through their product, and adding $N$ to that product multiplies the wave by $e^{2\pi i}=1$. The wave therefore depends only on $hx$ modulo $N$. Mathlib's `ZMod.stdAddChar` is the function $k\mapsto e^{2\pi i k/N}$ on the integers modulo $N$, and `wave_eq` identifies the wave with its value at $hx$. The proof evaluates the character at the integer product of the two representatives.

```lean
/-- The plane wave depends only on the product `h x` modulo `N`: it is the standard additive
character of the cyclic group evaluated there. -/
theorem wave_eq (h x : ZMod N) : wave h x = ZMod.stdAddChar (h * x) := by
  have h1 := ZMod.stdAddChar_coe (N := N) ((h.val * x.val : ℕ) : ℤ)
  simp only [Int.cast_natCast, Nat.cast_mul, Int.cast_mul, ZMod.natCast_zmod_val] at h1
  rw [wave, h1]
```

Conjugating the wave reverses the sign of its exponent, because everything in the exponent except $i$ is real:

$$\overline{w_h(x)}=e^{-2\pi i hx/N}.$$

This is the exponential that appears in the definition of $P$.

```lean
omit [NeZero N] in
/-- Complex conjugation of a plane wave reverses the sign of its phase. -/
theorem conj_wave (h x : ZMod N) : conj (wave h x) =
    Complex.exp (-(2 * Real.pi * I * ((h.val : ℂ) * (x.val : ℂ)) / N)) := by
  rw [wave, ← Complex.exp_conj]
  congr 1
  simp only [map_div₀, map_mul, Complex.conj_I, Complex.conj_ofReal, map_natCast, map_ofNat]
  ring
```

Since $hy=hx+h(y-x)$, the wave factorises as $w_h(y)=w_h(x)\,w_h(y-x)$. The conjugate of $w_h(x)$ is also its inverse, so

$$\overline{w_h(x)}\,w_h(y)=w_h(y-x).$$

The proof has the same two steps: the factorisation comes from the additive character, and the cancellation from the fact that an exponential is never zero.

```lean
/-- The relative phase of a plane wave between two points depends only on their separation. -/
theorem conj_wave_mul (h x y : ZMod N) : conj (wave h x) * wave h y = wave h (y - x) := by
  have hy : wave h y = wave h x * wave h (y - x) := by
    rw [wave_eq h y, wave_eq h x, wave_eq h (y - x), ← AddChar.map_add_eq_mul]
    congr 1
    ring
  rw [hy, conj_wave, Complex.exp_neg]
  exact inv_mul_cancel_left₀ (Complex.exp_ne_zero _) _
```

## Summing over reflections selects one separation

For two points $u$ and $v$, the previous identity gives

$$\sum_h \overline{w_h(u)}\,w_h(v)=\sum_h q^h,\qquad q=e^{2\pi i(v-u)/N},$$

with $h$ running from $0$ to $N-1$. If $v=u$, every term is $1$ and the sum is $N$. If $v\neq u$, then $q\neq1$ while $q^N=1$, and the geometric series gives $(q^N-1)/(q-1)=0$. Hence

$$\sum_h \overline{w_h(u)}\,w_h(v)=N\,\delta_{uv}.$$

In the code, Mathlib's orthogonality theorem for primitive additive characters takes the place of the geometric series. The two cases $v=u$ and $v\ne u$ are then treated separately.

```lean
/-- Orthogonality: summed over all reflections, the relative phases between two grid points
give `N` if the points coincide and zero otherwise. -/
theorem sum_conj_wave_mul (u v : ZMod N) :
    ∑ h : ZMod N, conj (wave h u) * wave h v = if v = u then (N : ℂ) else 0 := by
  simp only [conj_wave_mul]
  simp only [wave_eq]
  rw [AddChar.sum_mulShift (v - u) (ZMod.isPrimitive_stdAddChar N)]
  by_cases huv : v = u
  · simp [huv, ZMod.card]
  · simp [huv, sub_eq_zero]
```

## Intensities are the Fourier sum of the autocorrelation

Because $r$ is real, conjugating $F(h)$ conjugates only the waves. The intensity is therefore a double sum over pairs of points,

$$|F(h)|^2=\overline{F(h)}\,F(h)=\sum_x\sum_y r(x)\,r(y)\,\overline{w_h(x)}\,w_h(y).$$

Measure the second point from the first by writing $y=x+u$. For fixed $x$, $u$ runs over the whole cell as $y$ does, and the product of waves becomes $w_h(u)$:

$$|F(h)|^2=\sum_u\Big(\sum_x r(x)\,r(x+u)\Big)w_h(u)=\sum_u A(u)\,w_h(u).$$

The `calc` block follows these lines. The substitution is the bijection `Equiv.addLeft x`, and `Finset.sum_comm` exchanges the two sums at the end.

```lean
/-- The intensity `|F(h)|²` is the Fourier sum of the autocorrelation of the density. -/
theorem intensity_eq (r : ZMod N → ℝ) (h : ZMod N) :
    (‖structureFactor r h‖ : ℂ) ^ 2 = ∑ u, (autocorrelation r u : ℂ) * wave h u := by
  have hc : conj (structureFactor r h) = ∑ x, (r x : ℂ) * conj (wave h x) := by
    simp only [structureFactor, map_sum, map_mul, Complex.conj_ofReal]
  calc (‖structureFactor r h‖ : ℂ) ^ 2
      = conj (structureFactor r h) * structureFactor r h := (Complex.conj_mul' _).symm
    _ = ∑ x, ∑ u, (r x : ℂ) * (r (x + u) : ℂ) * wave h u := by
        rw [hc, Finset.sum_mul]
        refine Finset.sum_congr rfl fun x _ => ?_
        -- measure the second point from the first: y = x + u
        have hs : structureFactor r h = ∑ u, (r (x + u) : ℂ) * wave h (x + u) :=
          (Equiv.sum_comp (Equiv.addLeft x) (fun y => (r y : ℂ) * wave h y)).symm
        rw [hs, Finset.mul_sum]
        refine Finset.sum_congr rfl fun u _ => ?_
        have hw := conj_wave_mul h x (x + u)
        rw [add_sub_cancel_left] at hw
        linear_combination ((r x : ℂ) * (r (x + u) : ℂ)) * hw
    _ = ∑ u, (autocorrelation r u : ℂ) * wave h u := by
        rw [Finset.sum_comm]
        simp only [autocorrelation, Complex.ofReal_sum, Complex.ofReal_mul, Finset.sum_mul]
```

## Evenness and the cost of a shift

The autocorrelation at $-u$ is $\sum_x r(x)\,r(x-u)$. Renaming $x$ as $x+u$, which only permutes the points of a periodic cell, gives

$$A(-u)=\sum_x r(x+u)\,r(x)=A(u).$$

Each pair of points contributes the same product whichever of the two is named first.

```lean
/-- The autocorrelation of a real density is even in the separation. -/
theorem autocorrelation_neg (r : ZMod N → ℝ) (u : ZMod N) :
    autocorrelation r (-u) = autocorrelation r u := by
  unfold autocorrelation
  rw [← Equiv.sum_comp (Equiv.addRight u) (fun x => r x * r (x + -u))]
  refine Finset.sum_congr rfl fun x _ => ?_
  change r (x + u) * r (x + u + -u) = r x * r (x + u)
  rw [add_neg_cancel_right, mul_comm]
```

For the maximum, compare the density with a copy of itself shifted by $u$. Expanding the square gives

$$\sum_x\big(r(x+u)-r(x)\big)^2=\sum_x r(x+u)^2+\sum_x r(x)^2-2\sum_x r(x)\,r(x+u).$$

The first two sums are equal by periodicity, and each of them is $A(0)$. Therefore

$$\sum_x\big(r(x+u)-r(x)\big)^2=2\big(A(0)-A(u)\big).$$

The left side is a sum of squares of real numbers, so $A(u)\le A(0)$. In the proof, `hshift`, `h0` and `hexp` are the periodicity, the value at the origin and the expansion of the square.

```lean
/-- The squared mismatch between a density and its copy shifted by `u` is twice the drop of
the autocorrelation from its value at the origin. -/
theorem sum_sq_mismatch (r : ZMod N → ℝ) (u : ZMod N) :
    ∑ x, (r (x + u) - r x) ^ 2 = 2 * (autocorrelation r 0 - autocorrelation r u) := by
  have hshift : ∑ x, r (x + u) ^ 2 = ∑ x, r x ^ 2 :=
    Equiv.sum_comp (Equiv.addRight u) (fun x => r x ^ 2)
  have h0 : autocorrelation r 0 = ∑ x, r x ^ 2 := by
    simp only [autocorrelation, add_zero, sq]
  have hexp : ∑ x, (r (x + u) - r x) ^ 2 =
      ∑ x, r (x + u) ^ 2 + ∑ x, r x ^ 2 - 2 * ∑ x, r x * r (x + u) := by
    rw [Finset.mul_sum, ← Finset.sum_add_distrib, ← Finset.sum_sub_distrib]
    exact Finset.sum_congr rfl fun x _ => by ring
  rw [hexp, hshift, h0, autocorrelation]
  ring
```

## The Patterson map is the autocorrelation

Now insert the Fourier sum of the intensities into the definition of the map and carry out the sum over $h$ first:

$$P(u)=\frac1N\sum_v A(v)\sum_h\overline{w_h(u)}\,w_h(v)=\frac1N\sum_v A(v)\,N\,\delta_{uv}=A(u).$$

Evenness and the bound then carry over from $A$ to $P$.

The theorem `patterson_theorem` holds for every real density `r` and every separation `u`, and has three parts. The first says that the complex number `pattersonMap r u` equals the real sum $\sum_x r(x)\,r(x+u)$, regarded as a complex number; in particular the map is real. The second is $P(-u)=P(u)$. The third is $P(u)\le P(0)$, written with real parts because the map has complex type. No information is lost there, since the first part makes the imaginary parts zero.

Within the proof, `key` is the identity $P=A$ at an arbitrary separation, and `hsum` is the same identity before division by $N$. The last line combines the mismatch formula with the non-negativity of a sum of squares.

```lean
/-- The Patterson map of a real density equals its autocorrelation, is even in `u`, and is
nowhere larger than at the origin. -/
theorem patterson_theorem (r : ZMod N → ℝ) (u : ZMod N) :
    pattersonMap r u = ((∑ x, r x * r (x + u) : ℝ) : ℂ) ∧
    pattersonMap r (-u) = pattersonMap r u ∧
    (pattersonMap r u).re ≤ (pattersonMap r 0).re := by
  have hN : (N : ℂ) ≠ 0 := Nat.cast_ne_zero.mpr (NeZero.ne N)
  have key : ∀ w, pattersonMap r w = (autocorrelation r w : ℂ) := by
    intro w
    -- insert the Fourier sum of each intensity and use orthogonality
    have hsum : ∑ h : ZMod N, (‖structureFactor r h‖ : ℂ) ^ 2 * conj (wave h w) =
        N * (autocorrelation r w : ℂ) := by
      calc _ = ∑ h : ZMod N, ∑ v, (autocorrelation r v : ℂ) *
              (conj (wave h w) * wave h v) := by
            refine Finset.sum_congr rfl fun h _ => ?_
            rw [intensity_eq, Finset.sum_mul]
            exact Finset.sum_congr rfl fun v _ => by ring
        _ = ∑ v, (autocorrelation r v : ℂ) *
              ∑ h : ZMod N, conj (wave h w) * wave h v := by
            rw [Finset.sum_comm]
            simp only [Finset.mul_sum]
        _ = N * (autocorrelation r w : ℂ) := by
            simp only [sum_conj_wave_mul, mul_ite, mul_zero, Finset.sum_ite_eq',
              Finset.mem_univ, if_true]
            ring
    simp only [pattersonMap, ← conj_wave]
    rw [hsum, one_div, inv_mul_cancel_left₀ hN]
  refine ⟨key u, by rw [key, key, autocorrelation_neg], ?_⟩
  rw [key, key, Complex.ofReal_re, Complex.ofReal_re]
  have hpos : 0 ≤ ∑ x, (r (x + u) - r x) ^ 2 := Finset.sum_nonneg fun x _ => sq_nonneg _
  linarith [sum_sq_mismatch r u]
```

The result concerns one dimension, finitely many grid points and no crystal symmetry beyond the lattice translation. It also gives a way to compute the periodic autocorrelation of real sampled data: a discrete Fourier transform, squared moduli and a transform back. For a time series that is not periodic, the wrap-around adds products of late values with early ones. Appending at least as many zeros as the largest separation wanted removes them.

## When another peak is as high as the origin

The bound allows equality away from $u=0$, and the mismatch formula tells when it occurs. If $P(u)=P(0)$, the sum of squares vanishes, so each square vanishes and $r(x+u)=r(x)$ at every point. Conversely, if $r$ has the period $u$, every term of the mismatch is zero and $P(u)=P(0)$. A second peak of full height thus signals a translation that maps the density onto itself. A constant density is the extreme case, with a completely flat map.

The two directions of `patterson_eq_origin_iff` are these two arguments. The first uses the fact that a sum of non-negative terms is zero only if every term is.

```lean
/-- The Patterson map regains its origin value at `u` exactly when the density is periodic
under translation by `u`. -/
theorem patterson_eq_origin_iff (r : ZMod N → ℝ) (u : ZMod N) :
    pattersonMap r u = pattersonMap r 0 ↔ ∀ x, r (x + u) = r x := by
  rw [(patterson_theorem r u).1, (patterson_theorem r 0).1, Complex.ofReal_inj]
  change autocorrelation r u = autocorrelation r 0 ↔ _
  have hm := sum_sq_mismatch r u
  constructor
  · intro he x
    have hz : ∑ x, (r (x + u) - r x) ^ 2 = 0 := by rw [hm, he]; ring
    have hx := (Finset.sum_eq_zero_iff_of_nonneg fun x _ => sq_nonneg _).mp hz x
      (Finset.mem_univ x)
    exact sub_eq_zero.mp (pow_eq_zero_iff two_ne_zero |>.mp hx)
  · intro hp
    have hz : ∑ x, (r (x + u) - r x) ^ 2 = 0 :=
      Finset.sum_eq_zero fun x _ => by rw [hp x]; ring
    linarith
```

## Densities that share a map

Let $s$ be a second real density on the same grid. If $r$ and $s$ have structure factors of equal modulus at every reflection, their Patterson maps agree, because the definition uses nothing else. In the other direction, equal maps mean equal autocorrelations. The Fourier sum of the autocorrelation then gives equal intensities, and since moduli are non-negative, equal squares give equal moduli.

So the map holds exactly the information in the moduli, which is the content of `homometric_iff`. Shifting a density, inverting it through a point or reversing its overall sign leaves all moduli unchanged, and pairs related by any combination of these operations satisfy the condition. The name homometric is usually kept for pairs that are not trivially related; for which $N$ such pairs exist is a separate question, which is not treated here.

```lean
/-- Two real densities have the same Patterson map exactly when their structure factors have
the same modulus at every reflection. -/
theorem homometric_iff (r s : ZMod N → ℝ) :
    (∀ u, pattersonMap r u = pattersonMap s u) ↔
      ∀ h, ‖structureFactor r h‖ = ‖structureFactor s h‖ := by
  constructor
  · intro H h
    have hA : ∀ u, autocorrelation r u = autocorrelation s u := by
      intro u
      have hu := H u
      rw [(patterson_theorem r u).1, (patterson_theorem s u).1] at hu
      exact Complex.ofReal_injective hu
    have h2 : (‖structureFactor r h‖ : ℂ) ^ 2 = (‖structureFactor s h‖ : ℂ) ^ 2 := by
      rw [intensity_eq, intensity_eq]
      simp only [hA]
    have h3 : ‖structureFactor r h‖ ^ 2 = ‖structureFactor s h‖ ^ 2 := by exact_mod_cast h2
    exact (sq_eq_sq₀ (norm_nonneg _) (norm_nonneg _)).mp h3
  · intro H u
    simp only [pattersonMap, H]

end

end PattersonFunction
```

```lean
#print axioms PattersonFunction.patterson_eq_origin_iff
#print axioms PattersonFunction.homometric_iff
```

```
'PattersonFunction.patterson_eq_origin_iff' depends on axioms: [propext, Classical.choice, Quot.sound]
'PattersonFunction.homometric_iff' depends on axioms: [propext, Classical.choice, Quot.sound]
```
